# The Clifford and commutation relations alone do not imply det(m + D)² = det(m² − D²)

For a finite matrix Dirac operator D = ∑ g_a P_a, one may ask whether det(m + D)² equals the determinant of m² − ∑ P_a² − S, where S = ¼ ∑ [g_a, g_b][P_a, P_b] couples spin to the field strength. The lemma gives a counterexample with a single direction, 1×1 complex matrices, g = P = 1 and m = 1. The Clifford relations hold and g commutes with P, yet the left side is (1 + 1)² = 4 and the right side is 1 − 1 − 0 = 0. The attempt proves the two relations directly, then leaves the inequality of determinants to a single `norm_num` call that is given the definitions and the formula for a 1×1 determinant.

This version doesn't compile in Lean 4 with Mathlib:

```lean
import Mathlib

open Matrix

namespace ChiralityNeeded

noncomputable section

variable {ι n k : Type*} [Fintype ι] [DecidableEq ι] [Fintype n] [DecidableEq n]
  [Fintype k] [DecidableEq k]

/-- The Dirac operator `D = ∑ g_a P_a` built from gamma matrices and momentum matrices. -/
def dirac (g P : ι → Matrix n n ℂ) : Matrix n n ℂ := ∑ a, g a * P a

/-- The coupling of spin to the field strength, `(1/4) ∑ [g_a, g_b] [P_a, P_b]`. -/
def spinTerm (g P : ι → Matrix n n ℂ) : Matrix n n ℂ :=
  (1 / 4 : ℂ) • ∑ a, ∑ b, (g a * g b - g b * g a) * (P a * P b - P b * P a)

/-- The `g_a` obey the Euclidean Clifford relations and commute with all momenta `P_b`. -/
structure IsClifford (g P : ι → Matrix n n ℂ) : Prop where
  clifford : ∀ a b, g a * g b + g b * g a = if a = b then 2 else 0
  comm : ∀ a b, P a * g b = g b * P a

/-- The Clifford and commutation relations alone do not suffice: with one direction,
`g = P = 1` and `m = 1`, they hold but the determinant identity fails. -/
theorem chirality_needed :
    IsClifford (fun _ : Fin 1 => (1 : Matrix (Fin 1) (Fin 1) ℂ)) (fun _ => 1) ∧
    ((1 : ℂ) • 1 + dirac (fun _ : Fin 1 => (1 : Matrix (Fin 1) (Fin 1) ℂ)) (fun _ => 1)).det ^ 2
      ≠ ((1 : ℂ) ^ 2 • 1 - ∑ _a : Fin 1, (1 : Matrix (Fin 1) (Fin 1) ℂ) * 1
          - spinTerm (fun _ : Fin 1 => (1 : Matrix (Fin 1) (Fin 1) ℂ)) (fun _ => 1)).det := by
  refine ⟨⟨fun a b => ?_, fun _ _ => rfl⟩, ?_⟩
  · rw [if_pos (Subsingleton.elim a b), mul_one, one_add_one_eq_two]
  · norm_num [dirac, spinTerm, Matrix.det_fin_one]

end

end ChiralityNeeded
```

The error:

```
Main.lean:33:2: error: unsolved goals
case refine_2
⊢ ¬2 default default = 0
```

Cause. The error shows what `norm_num` left unproved: that the only entry of the matrix `2` is not zero. The right side had already been reduced to 0, and the square on the left had been dropped, since a square is nonzero when its base is. But the sum `1 + 1` had been evaluated while it was still a sum of matrices, which gave the matrix numeral `2`. The call then did not simplify the entry `2 default default` to the complex number 2, so the goal stayed open.

The repair takes the entry before adding. Its `simp only` unfolds the definitions, collapses the sums over the one index, and turns each determinant into a matrix entry with `Matrix.det_fin_one`. On the left, `Matrix.add_apply` splits the entry of the sum into a sum of entries, and `Matrix.one_apply_eq` makes each of them the complex number 1. The final `norm_num` then has ordinary arithmetic on the left and finishes the simplification of the right side to 0. The added comment has no effect on the proof.

As a diff, the version that Lean accepts:

```diff
@@ -31,5 +31,8 @@
   refine ⟨⟨fun a b => ?_, fun _ _ => rfl⟩, ?_⟩
   · rw [if_pos (Subsingleton.elim a b), mul_one, one_add_one_eq_two]
-  · norm_num [dirac, spinTerm, Matrix.det_fin_one]
+  · -- evaluate the single matrix entry on each side
+    simp only [dirac, spinTerm, Matrix.det_fin_one, Finset.univ_unique, Finset.sum_singleton,
+      mul_one, one_smul, one_pow, sub_self, Matrix.add_apply, Matrix.one_apply_eq]
+    norm_num
 
 end
```
